# Reweighting by the committor conditions a finite Markov chain on reaching B before A

## Chain, target sets and committor

Let S be a finite set of states and P(i,j) the probability that the chain steps from i to j. The entries are non-negative and each row sums to one. Let A and B be sets of states, for instance the reactant and product regions of a discretised molecular system. A state is called outside when it lies in neither set. If A and B overlap, the common states count as B; for disjoint sets this convention has no effect.

Let hₙ(i) be the probability that the chain, started at i, enters B before A within n steps. It is fixed by its first step:

h₀(i) = 1 for i in B, and 0 otherwise

hₙ₊₁(i) = 1 for i in B, 0 for i in A but not in B, and Σⱼ P(i,j) hₙ(j) for i outside

The committor q(i) is the supremum of hₙ(i) over n, which is the probability of entering B before A with no time limit. A trajectory that wanders forever without entering either set does not count as a success.

The conditioned kernel is

K(i,j) = P(i,j) q(j) / q(i)

Where q(i) = 0, K(i,j) is set to zero for every j. The conditioned kernel favours steps towards states from which B is likely to be reached first. For a path ω(0), ω(1), …, ω(n), write W_P(n) for the product of P(ω(k), ω(k+1)) over k = 0, …, n−1, and W_K(n) for the same product with K. W_P(n) is the probability of the path given its starting state. W_K(n) has the same meaning for the conditioned chain when the path starts at an outside state with positive committor and is followed no further than its first entry into B.

## What conditioning does to a path

Let x be an outside state with q(x) > 0. Then row x of K is non-negative and sums to one. Moreover, if a path starts at x, stays outside until its last step and ends in B, then

W_K(n) = W_P(n) / q(x)

The right-hand side is a conditional probability. Such a path is one of the ways of entering B before A, so conditioning on that event divides its probability by the probability of the event. The relative weights of successful paths from x are therefore unchanged.

In path sampling on a finite Markov chain whose committor is known exactly, K generates successful trajectories from x with their correct relative weights, and no trial is lost to A.

## The backward equation

First, 0 ≤ hₙ(i) ≤ 1. This is clear for n = 0 and on A and B. At an outside state, hₙ₊₁(i) is an average of values between zero and one, so it lies between them too.

Second, hₙ(i) ≤ hₙ₊₁(i). For n = 0, both sides are one on B, and elsewhere the left side is zero. If the inequality holds at n for every state, multiplying by P(i,j) ≥ 0 and summing over j gives it at n+1 for outside states; on A and B both sides are constant in n.

A bounded increasing sequence converges to its supremum, so hₙ(i) → q(i). On B every hₙ is one, hence q = 1. On the part of A not in B every hₙ is zero, hence q = 0. At an outside state, letting n → ∞ in the recursion gives

q(i) = Σⱼ P(i,j) q(j)

The limit passes through the sum because the sum is finite. Dividing by q(x) at an outside state with q(x) > 0 gives

Σⱼ K(x,j) = Σⱼ P(x,j) q(j) / q(x) = 1

Defining q through the dynamics matters when the chain can remain outside forever with positive probability. At an outside state with P(i,i) = 1, for example, the backward equation reads q(i) = q(i) and fixes nothing, whereas the recursion gives q(i) = 0.

## Cancellation along the path

At every outside state i, and for every j,

K(i,j) q(i) = P(i,j) q(j)

If q(i) ≠ 0, this is the definition of K. If q(i) = 0, the backward equation says that the non-negative terms P(i,j) q(j) sum to zero, so each of them vanishes and both sides are zero.

Now follow a path that is outside at times 0, …, n−1. For every m ≤ n,

W_K(m) q(ω(0)) = W_P(m) q(ω(m))

At m = 0 both products are empty and the two sides agree. For the next step, with m < n,

W_K(m+1) q(ω(0)) = K(ω(m), ω(m+1)) W_K(m) q(ω(0))

= K(ω(m), ω(m+1)) W_P(m) q(ω(m))

= W_P(m) P(ω(m), ω(m+1)) q(ω(m+1))

= W_P(m+1) q(ω(m+1))

At m = n the endpoint lies in B, so q(ω(n)) = 1, and division by q(x) gives the path formula. Intermediate states with zero committor need no separate treatment.

## The conditioned chain reaches B

Let gₙ(i) be defined by the same recursion as hₙ, with K in place of P. Then gₙ(i) q(i) = hₙ(i) for all n and i. On A and B, and at n = 0, this follows from the boundary values. At an outside state,

gₙ₊₁(i) q(i) = Σⱼ K(i,j) q(i) gₙ(j) = Σⱼ P(i,j) q(j) gₙ(j) = Σⱼ P(i,j) hₙ(j) = hₙ₊₁(i)

Hence gₙ(x) = hₙ(x)/q(x) whenever q(x) > 0, and this tends to q(x)/q(x) = 1.

For a concrete case, take three sites 0, 1, 2 with absorbing ends, A = {0} and B = {2}, and let the middle site step left or right with probability 1/2 each. The backward equation gives q(1) = ½·0 + ½·1 = 1/2. The single-step path from 1 to 2 has original probability 1/2 and conditioned probability 1.

## How the Lean statements express this

The state space is a type `S` with `Fintype S`, the kernel is a real-valued function `P`, and `IsStochastic P` states its non-negativity and unit row sums. The sets are `A B : Set S`. The functions hₙ, q and K are `hitWithin`, `committor` and `conditioned`, and `pathProb` is the product W.

The main theorem, `conditioned_dynamics`, assumes a stochastic kernel, a state `x` in neither set and `0 < committor P A B x`. Its three conclusions are non-negativity of row `x`, its unit sum and the path formula. A path is a function `ω : ℕ → S`, of which only the values up to time `n` matter. The condition `∀ k < n, ω k ∉ A ∧ ω k ∉ B` together with `ω n ∈ B` says that the endpoint is the first entry into either set. Since `x` is not in `B`, only paths with at least one step qualify.

The theorem `conditioned_reaches_B` assumes a stochastic kernel and a positive committor at `x`, but not that `x` is outside, so it also admits starting states in `B`. The example is `fairWalk_witness`, which checks that the walk is stochastic and that its middle committor is 1/2.

Time is discrete, the state space is finite and the kernel does not change with time. No ergodicity or detailed balance is assumed. Probabilities enter through the recursion and through products along paths; no probability measure on infinite trajectories is constructed. Unit row sums are claimed only at outside states with positive committor. Where the committor vanishes, Lean's division by zero makes the row of `conditioned` zero.

```lean
import Mathlib

open Filter Topology

namespace CommittorConditioning

noncomputable section

variable {S : Type*} [Fintype S]

/-- A transition kernel: non-negative entries and unit row sums. -/
structure IsStochastic (P : S → S → ℝ) : Prop where
  nonneg : ∀ i j, 0 ≤ P i j
  row_sum : ∀ i, ∑ j, P i j = 1

open scoped Classical in
/-- Probability of entering `B` before `A` within `n` steps, by first-step recursion.
States common to `A` and `B` count as `B`. -/
def hitWithin (P : S → S → ℝ) (A B : Set S) : ℕ → S → ℝ
  | 0, i => if i ∈ B then 1 else 0
  | n + 1, i => if i ∈ B then 1 else if i ∈ A then 0 else ∑ j, P i j * hitWithin P A B n j

/-- The committor: probability of entering `B` before `A`, with no limit on the time. -/
def committor (P : S → S → ℝ) (A B : Set S) (i : S) : ℝ := ⨆ n, hitWithin P A B n i

/-- The conditioned kernel `P i j * q j / q i`, with `q` the committor. -/
def conditioned (P : S → S → ℝ) (A B : Set S) (i j : S) : ℝ :=
  P i j * committor P A B j / committor P A B i

/-- Product of the entries of `K` along the first `n` steps of the path `ω`. For a stochastic `K`
this is the probability of those steps, given the starting state. -/
def pathProb (K : S → S → ℝ) (ω : ℕ → S) (n : ℕ) : ℝ :=
  ∏ k ∈ Finset.range n, K (ω k) (ω (k + 1))

variable {P : S → S → ℝ} {A B : Set S}

/-- Outside `A` and `B`, the hitting probability is averaged over the first step. -/
theorem hitWithin_succ {i : S} (hA : i ∉ A) (hB : i ∉ B) (n : ℕ) :
    hitWithin P A B (n + 1) i = ∑ j, P i j * hitWithin P A B n j := by
  simp only [hitWithin, hA, hB, if_false]

/-- The finite-time hitting probabilities lie between zero and one. -/
theorem hitWithin_bounds (hP : IsStochastic P) (n : ℕ) (i : S) :
    0 ≤ hitWithin P A B n i ∧ hitWithin P A B n i ≤ 1 := by
  induction n generalizing i with
  | zero => by_cases hB : i ∈ B <;> simp [hitWithin, hB]
  | succ n ih =>
    by_cases hB : i ∈ B
    · simp [hitWithin, hB]
    by_cases hA : i ∈ A
    · simp [hitWithin, hB, hA]
    rw [hitWithin_succ hA hB n]
    refine ⟨Finset.sum_nonneg fun j _ => mul_nonneg (hP.nonneg i j) (ih j).1, ?_⟩
    rw [← hP.row_sum i]
    exact Finset.sum_le_sum fun j _ => mul_le_of_le_one_right (hP.nonneg i j) (ih j).2

/-- Allowing one more step cannot lower the probability of entering `B` before `A`. -/
theorem hitWithin_le_succ (hP : IsStochastic P) (n : ℕ) (i : S) :
    hitWithin P A B n i ≤ hitWithin P A B (n + 1) i := by
  induction n generalizing i with
  | zero =>
    by_cases hB : i ∈ B
    · simp [hitWithin, hB]
    have h0 : hitWithin P A B 0 i = 0 := by simp [hitWithin, hB]
    rw [h0]
    exact (hitWithin_bounds hP _ i).1
  | succ n ih =>
    by_cases hB : i ∈ B
    · simp [hitWithin, hB]
    by_cases hA : i ∈ A
    · simp [hitWithin, hB, hA]
    rw [hitWithin_succ hA hB (n + 1), hitWithin_succ hA hB n]
    exact Finset.sum_le_sum fun j _ => mul_le_mul_of_nonneg_left (ih j) (hP.nonneg i j)

/-- The finite-time hitting probabilities converge to the committor. -/
theorem tendsto_hitWithin (hP : IsStochastic P) (i : S) :
    Tendsto (fun n => hitWithin P A B n i) atTop (𝓝 (committor P A B i)) := by
  refine tendsto_atTop_ciSup (monotone_nat_of_le_succ fun n => hitWithin_le_succ hP n i) ⟨1, ?_⟩
  rintro _ ⟨n, rfl⟩
  exact (hitWithin_bounds hP n i).2

/-- The committor is zero on `A` (outside `B`) and one on `B`. -/
theorem committor_boundary (P : S → S → ℝ) (A B : Set S) :
    (∀ i ∈ A, i ∉ B → committor P A B i = 0) ∧ (∀ i ∈ B, committor P A B i = 1) := by
  constructor
  · intro i hA hB
    have h : ∀ n, hitWithin P A B n i = 0 := by
      intro n
      cases n <;> simp [hitWithin, hA, hB]
    simp [committor, h]
  · intro i hB
    have h : ∀ n, hitWithin P A B n i = 1 := by
      intro n
      cases n <;> simp [hitWithin, hB]
    simp [committor, h]

/-- Backward equation: outside `A` and `B` the committor equals its mean after one step. -/
theorem committor_backward (hP : IsStochastic P) {i : S} (hA : i ∉ A) (hB : i ∉ B) :
    committor P A B i = ∑ j, P i j * committor P A B j := by
  have h1 := (tendsto_hitWithin (A := A) (B := B) hP i).comp (tendsto_add_atTop_nat 1)
  have h2 : Tendsto (fun n => hitWithin P A B (n + 1) i) atTop
      (𝓝 (∑ j, P i j * committor P A B j)) := by
    simp only [hitWithin_succ hA hB]
    exact tendsto_finsetSum _ fun j _ => (tendsto_hitWithin hP j).const_mul _
  exact tendsto_nhds_unique h1 h2

/-- From a state outside `A` and `B`, one conditioned step, weighted by the committor at its start,
equals the original step weighted by the committor at its end. -/
theorem conditioned_step (hP : IsStochastic P) {i : S} (hA : i ∉ A) (hB : i ∉ B) (j : S) :
    conditioned P A B i j * committor P A B i = P i j * committor P A B j := by
  by_cases h : committor P A B i = 0
  · -- a vanishing committor forces every term of the backward equation to vanish
    have hs := committor_backward hP hA hB
    rw [h] at hs
    have hn : ∀ k ∈ Finset.univ, 0 ≤ P i k * committor P A B k := fun k _ =>
      mul_nonneg (hP.nonneg i k)
        (ge_of_tendsto' (tendsto_hitWithin hP k) fun n => (hitWithin_bounds hP n k).1)
    have hj := (Finset.sum_eq_zero_iff_of_nonneg hn).mp hs.symm j (Finset.mem_univ j)
    rw [h, mul_zero, hj]
  · simp only [conditioned]
    field_simp

/-- From a state `x` outside `A` and `B` with positive committor, the conditioned kernel is a
probability distribution, and each path first entering `A` or `B` at its endpoint in `B` has
conditioned probability equal to its original probability divided by the committor at `x`. -/
theorem conditioned_dynamics (hP : IsStochastic P) {x : S} (hA : x ∉ A) (hB : x ∉ B)
    (hq : 0 < committor P A B x) :
    (∀ j, 0 ≤ conditioned P A B x j) ∧ ∑ j, conditioned P A B x j = 1 ∧
    ∀ (n : ℕ) (ω : ℕ → S), ω 0 = x → (∀ k < n, ω k ∉ A ∧ ω k ∉ B) → ω n ∈ B →
      pathProb (conditioned P A B) ω n = pathProb P ω n / committor P A B x := by
  refine ⟨fun j => ?_, ?_, ?_⟩
  · exact div_nonneg (mul_nonneg (hP.nonneg x j)
      (ge_of_tendsto' (tendsto_hitWithin hP j) fun n => (hitWithin_bounds hP n j).1)) hq.le
  · simp only [conditioned]
    rw [← Finset.sum_div, ← committor_backward hP hA hB, div_self hq.ne']
  · intro n ω h0 hout hend
    -- the committor factors telescope along the path
    have key : ∀ m, m ≤ n → pathProb (conditioned P A B) ω m * committor P A B (ω 0)
        = pathProb P ω m * committor P A B (ω m) := by
      intro m
      induction m with
      | zero => intro _; simp [pathProb]
      | succ m ih =>
        intro hm
        have ih' := ih (by omega)
        have hs := conditioned_step hP (hout m (by omega)).1 (hout m (by omega)).2 (ω (m + 1))
        simp only [pathProb, Finset.prod_range_succ] at ih' ⊢
        linear_combination conditioned P A B (ω m) (ω (m + 1)) * ih' +
          (∏ k ∈ Finset.range m, P (ω k) (ω (k + 1))) * hs
    have h := key n le_rfl
    rw [h0, (committor_boundary P A B).2 _ hend, mul_one] at h
    rw [eq_div_iff hq.ne', h]

/-- From a state with positive committor, the conditioned chain's probability of entering `B`
before `A` within `n` steps is the original one divided by the committor, and tends to one. -/
theorem conditioned_reaches_B (hP : IsStochastic P) {x : S} (hq : 0 < committor P A B x) :
    (∀ n, hitWithin (conditioned P A B) A B n x = hitWithin P A B n x / committor P A B x) ∧
    Tendsto (fun n => hitWithin (conditioned P A B) A B n x) atTop (𝓝 1) := by
  have key : ∀ n i, hitWithin (conditioned P A B) A B n i * committor P A B i
      = hitWithin P A B n i := by
    intro n
    induction n with
    | zero =>
      intro i
      by_cases hB : i ∈ B
      · simp [hitWithin, hB, (committor_boundary P A B).2 i hB]
      · simp [hitWithin, hB]
    | succ n ih =>
      intro i
      by_cases hB : i ∈ B
      · simp [hitWithin, hB, (committor_boundary P A B).2 i hB]
      by_cases hA : i ∈ A
      · simp [hitWithin, hB, hA]
      rw [hitWithin_succ hA hB n, hitWithin_succ hA hB n, Finset.sum_mul]
      refine Finset.sum_congr rfl fun j _ => ?_
      rw [← ih j]
      linear_combination hitWithin (conditioned P A B) A B n j * conditioned_step hP hA hB j
  have e : ∀ n, hitWithin (conditioned P A B) A B n x
      = hitWithin P A B n x / committor P A B x := fun n => by
    rw [eq_div_iff hq.ne', key n x]
  refine ⟨e, ?_⟩
  have h := (tendsto_hitWithin (A := A) (B := B) hP x).div_const (committor P A B x)
  rw [div_self hq.ne'] at h
  exact h.congr fun n => (e n).symm

/-- Fair walk on three sites with absorbing ends. -/
def fairWalk : Fin 3 → Fin 3 → ℝ := ![![1, 0, 0], ![1 / 2, 0, 1 / 2], ![0, 0, 1]]

/-- The fair walk is a transition kernel, and its committor from the left end to the right end
is one half at the middle site. -/
theorem fairWalk_witness :
    IsStochastic fairWalk ∧ committor fairWalk {0} {2} 1 = 1 / 2 := by
  have hP : IsStochastic fairWalk := by
    constructor
    · intro i j
      fin_cases i <;> fin_cases j <;> norm_num [fairWalk]
    · intro i
      fin_cases i <;> norm_num [fairWalk, Fin.sum_univ_succ]
  refine ⟨hP, ?_⟩
  have h := committor_backward (A := {0}) (B := {2}) (i := 1) hP (by simp) (by simp)
  have q0 := (committor_boundary fairWalk {0} {2}).1 0 (by simp) (by simp)
  have q2 := (committor_boundary fairWalk {0} {2}).2 2 (by simp)
  have w1 : fairWalk 1 1 = 0 := by simp [fairWalk]
  have w2 : fairWalk 1 2 = 1 / 2 := by simp [fairWalk]
  rw [Fin.sum_univ_three, q0, q2, w1, w2] at h
  linarith

end

end CommittorConditioning
```

```lean
#print axioms CommittorConditioning.conditioned_dynamics
#print axioms CommittorConditioning.conditioned_reaches_B
```

```
'CommittorConditioning.conditioned_dynamics' depends on axioms: [propext, Classical.choice, Quot.sound]
'CommittorConditioning.conditioned_reaches_B' depends on axioms: [propext, Classical.choice, Quot.sound]
```

## From the recursion to the limit in Lean

`hitWithin_succ` isolates the averaging case of the recursion. `hitWithin_bounds` and `hitWithin_le_succ` are inductions on the number of steps, with the state left general because the averaging step needs the hypothesis at every `j`. Both split into the cases of `B`, `A` and outside, as in the derivation above.

`tendsto_hitWithin` combines monotonicity and the upper bound through `tendsto_atTop_ciSup`. `committor_boundary` evaluates the constant sequences on the two sets. `committor_backward` computes the limit of hₙ₊₁(i) twice, once as a shifted sequence and once through the finite sum, and `tendsto_nhds_unique` equates the results.

## The step identity and the path induction in Lean

`conditioned_step` is the identity K(i,j) q(i) = P(i,j) q(j). Its case with zero committor uses `Finset.sum_eq_zero_iff_of_nonneg` to pass from a vanishing sum to vanishing terms; the other case is cleared by `field_simp`.

In `conditioned_dynamics`, the row sum comes from moving the division outside the sum and applying the backward equation. The local statement `key` is the cancellation identity for all `m ≤ n`. Its `linear_combination` multiplies the induction hypothesis by the new factor of K and the step identity by the product of P accumulated so far, which are the two substitutions made in the derivation. The boundary value at the endpoint then removes the last committor.

`conditioned_reaches_B` has its own `key`, the identity gₙ(i) q(i) = hₙ(i), proved by induction for all states at once. Dividing by the committor gives the finite-time formula, and `tendsto_hitWithin` gives the limit. For the fair walk, the backward equation at the middle site and the two boundary values leave a linear equation, which `linarith` solves.
